# With even rates of positive sum, a convergent velocity ladder on N planar directions sums to the transport lifetime times the velocity

A planar direction can be stored as a real angle or as an integer label that wraps around after $N$ steps. The choice here is the label: $j$ is an element of `ZMod N`, the integers modulo $N$, so the difference of two directions is again a direction and a convolution over directions needs no boundary rule. The real angle is then computed from the representative `j.val`, which lies between $0$ and $N-1$.

```lean
import Mathlib

open Finset

namespace PlanarLadder

noncomputable section

variable {N : ℕ}
```

The angle is $\theta_j = 2\pi j/N$.

```lean
/-- The angle `2 π j / N` of the planar direction `j`, for `N > 0`. -/
def angle (j : ZMod N) : ℝ := 2 * Real.pi * (j.val : ℝ) / (N : ℝ)
```

The speed is set to one, and the component of the velocity along the field is $v_j=\cos\theta_j$.

```lean
/-- The velocity component `cos θ_j` of the direction `j`, for `N > 0`. -/
def velocity (j : ZMod N) : ℝ := Real.cos (angle j)
```

From here on `NeZero N` requires $N\ge 1$. The function $W$ gives the rate $W(j)$ of scattering through the angle $\theta_j$. It is a prescribed real function, not derived from an effective medium such as that of the coherent potential approximation, and its values may be negative unless a part says otherwise. The total rate is $\Gamma=\sum_j W(j)$.

```lean
variable [NeZero N]

/-- The total scattering rate, the sum of `W j` over all scattering angles. -/
def totalRate (W : ZMod N → ℝ) : ℝ := ∑ j, W j
```

The transport rate gives small deflections little weight: $\Gamma_{\rm tr}=\sum_j W(j)(1-\cos\theta_j)$.

```lean
/-- The transport rate, in which each rate is weighted by `1 - cos θ_j`. -/
def transportRate (W : ZMod N → ℝ) : ℝ := ∑ j, W j * (1 - velocity j)
```

The two lifetimes are $\tau=1/\Gamma$ and $\tau_{\rm tr}=1/\Gamma_{\rm tr}$. Lean sets $0^{-1}=0$, so they carry their physical meaning only for nonzero rates.

```lean
/-- The lifetime `τ`, the inverse of the total rate, for a nonzero total rate. -/
def lifetime (W : ZMod N → ℝ) : ℝ := (totalRate W)⁻¹

/-- The transport lifetime `τ_tr`, the inverse of the transport rate, for a nonzero
transport rate. -/
def transportLifetime (W : ZMod N → ℝ) : ℝ := (transportRate W)⁻¹
```

The mean scattering cosine is $c=\tau\sum_j W(j)\cos\theta_j$.

```lean
/-- The mean scattering cosine `c = τ ∑ W j cos θ_j`, for a nonzero total rate. -/
def meanCosine (W : ZMod N → ℝ) : ℝ := lifetime W * ∑ j, W j * velocity j
```

One rung of the ladder is the operator $(Kg)_j=\tau\sum_l W(j-l)\,g_l$, where $W(j-l)$ is the rate from direction $l$ into direction $j$. In a code, $K$ is a circulant matrix and can be applied by a fast Fourier transform.

```lean
/-- One rung of the ladder: `τ` times the convolution with `W`, for a nonzero total rate. -/
def rung (W : ZMod N → ℝ) (g : ZMod N → ℝ) : ZMod N → ℝ :=
  fun j => lifetime W * ∑ l, W (j - l) * g l
```

The ladder is the series with terms $\tau K^n v$, where $n$ counts collisions. Such series appear in the theory of the conductivity of alloys, where the term $n=0$ is the uncorrected contribution and the terms with $n\ge1$ are vertex corrections; this model keeps only elastic scattering among finitely many planar directions, with rates that depend on the scattering angle alone.

## (a) Adding the angles of two directions

Show that for all directions $j,l$ there is a natural number $k$ with
$$\theta_j+\theta_l=\theta_{j+l}+2\pi k .$$

Let $a$, $b$ and $r$ be the representatives of $j$, $l$ and $j+l$. Since $r$ is the remainder of $a+b$ on division by $N$, we have $a+b=r+Nk$, with $k$ the quotient. Multiplying by $2\pi/N$ gives the claim.

The proof obtains $k$ from `ZMod.val_add` and division with remainder, carries the equation over to the reals, and leaves the multiplication to `linear_combination`.

```lean
/-- The angles of two directions add up to the angle of their sum, up to full turns. -/
theorem angle_add (j l : ZMod N) :
    ∃ k : ℕ, angle j + angle l = angle (j + l) + k * (2 * Real.pi) := by
  obtain ⟨k, hk⟩ : ∃ k : ℕ, (j + l).val + N * k = j.val + l.val :=
    ⟨(j.val + l.val) / N, by rw [ZMod.val_add]; exact Nat.mod_add_div _ _⟩
  have hk' : ((j + l).val : ℝ) + N * k = j.val + l.val := by exact_mod_cast hk
  have hN : (N : ℝ) ≠ 0 := Nat.cast_ne_zero.mpr (NeZero.ne N)
  have h1 : 2 * Real.pi / (N : ℝ) * N = 2 * Real.pi := div_mul_cancel₀ _ hN
  refine ⟨k, ?_⟩
  unfold angle
  linear_combination (-(2 * Real.pi / (N : ℝ))) * hk' + (k : ℝ) * h1
```

## (b) One rung acting on the velocity

Let the rates be even, $W(-j)=W(j)$, so that left and right deflections are equally likely. Show that
$$Kv=c\,v .$$

Substitute $m=j-l$:
$$\sum_l W(j-l)\,v_l=\sum_m W(m)\cos\theta_{j-m}.$$
Part (a), applied to $j-m$ and $m$, says that $\theta_{j-m}$ equals $\theta_j-\theta_m$ up to full turns. Hence
$$\cos\theta_{j-m}=\cos\theta_j\cos\theta_m+\sin\theta_j\sin\theta_m .$$
Let $S=\sum_m W(m)\sin\theta_m$. Replacing $m$ by $-m$ leaves $W$ unchanged and reverses the sine, so $S=-S$ and $S=0$. What remains is $\cos\theta_j\sum_m W(m)\cos\theta_m$, and multiplying by $\tau$ gives $c\,v_j$.

In the code, `hcos` is the subtraction formula, `hsin` the oddness of the sine and `hzero` the statement $S=0$. The substitution is `h1`, and `h2` splits the sum into its cosine and sine parts.

```lean
/-- For even rates, one rung multiplies the velocity by the mean scattering cosine. -/
theorem rung_velocity (W : ZMod N → ℝ) (hW : ∀ j, W (-j) = W j) :
    rung W velocity = meanCosine W • velocity := by
  have hcos : ∀ j m : ZMod N, velocity (j - m) =
      velocity j * velocity m + Real.sin (angle j) * Real.sin (angle m) := by
    intro j m
    obtain ⟨k, hk⟩ := angle_add (j - m) m
    rw [sub_add_cancel] at hk
    have h : angle (j - m) = angle j - angle m + k * (2 * Real.pi) := by linarith
    unfold velocity
    rw [h, Real.cos_add_nat_mul_two_pi, Real.cos_sub]
  have hsin : ∀ m : ZMod N, Real.sin (angle (-m)) = -Real.sin (angle m) := by
    intro m
    obtain ⟨k, hk⟩ := angle_add (-m) m
    have h0 : angle (0 : ZMod N) = 0 := by simp [angle]
    rw [neg_add_cancel, h0] at hk
    have h : angle (-m) = -angle m + k * (2 * Real.pi) := by linarith
    rw [h, Real.sin_add_nat_mul_two_pi, Real.sin_neg]
  -- evenness removes the sine part
  have hzero : ∑ m, W m * Real.sin (angle m) = 0 := by
    have h := Equiv.sum_comp (Equiv.neg (ZMod N)) (fun m => W m * Real.sin (angle m))
    simp only [Equiv.neg_apply, hW, hsin, mul_neg, Finset.sum_neg_distrib] at h
    linarith
  funext j
  have h1 : ∑ l, W (j - l) * velocity l = ∑ m, W m * velocity (j - m) :=
    (Equiv.sum_comp (Equiv.subLeft j) (fun l => W (j - l) * velocity l)).symm.trans
      (Finset.sum_congr rfl fun m _ => by simp)
  have h2 : ∑ m, W m * velocity (j - m) = (∑ m, W m * velocity m) * velocity j
      + (∑ m, W m * Real.sin (angle m)) * Real.sin (angle j) := by
    rw [Finset.sum_mul, Finset.sum_mul, ← Finset.sum_add_distrib]
    refine Finset.sum_congr rfl fun m _ => ?_
    rw [hcos]
    ring
  simp only [rung, meanCosine, Pi.smul_apply, smul_eq_mul]
  rw [h1, h2, hzero]
  ring
```

## (c) Many rungs

For even rates, show that for every $n\ge 0$
$$K^n v=c^n v .$$

For $n=0$ both sides are $v$. If the equation holds for $n$, then linearity and part (b) give $K^{n+1}v=K(c^n v)=c^n Kv=c^{n+1}v$.

Lean writes the $n$-fold application as `(rung W)^[n]`. The auxiliary statement `hlin` provides the part of linearity that is needed, namely that $K$ commutes with multiplication by a number.

```lean
/-- For even rates, `n` rungs multiply the velocity by the `n`-th power of the mean
scattering cosine. -/
theorem rung_iterate (W : ZMod N → ℝ) (hW : ∀ j, W (-j) = W j) (n : ℕ) :
    (rung W)^[n] velocity = meanCosine W ^ n • velocity := by
  have hlin : ∀ (a : ℝ) (g : ZMod N → ℝ), rung W (a • g) = a • rung W g := by
    intro a g
    funext j
    simp only [rung, Pi.smul_apply, smul_eq_mul, Finset.mul_sum]
    exact Finset.sum_congr rfl fun l _ => by ring
  induction n with
  | zero => simp
  | succ n ih =>
    rw [Function.iterate_succ_apply', ih, hlin, rung_velocity W hW, smul_smul, pow_succ]
```

## (d) Comparing the two rates

For $\Gamma>0$, show that
$$\Gamma_{\rm tr}=\Gamma\,(1-c).$$

Expanding the definition gives $\Gamma_{\rm tr}=\Gamma-\sum_j W(j)\cos\theta_j$. Since $\tau=1/\Gamma$, the last sum is $\Gamma c$. Evenness plays no part. The code proves the expansion as `h` and then cancels $\Gamma\,\Gamma^{-1}$.

```lean
/-- For a positive total rate, the transport rate is the total rate times `1 - c`. -/
theorem transportRate_eq (W : ZMod N → ℝ) (hS : 0 < totalRate W) :
    transportRate W = totalRate W * (1 - meanCosine W) := by
  have h : transportRate W = totalRate W - ∑ j, W j * velocity j := by
    simp only [transportRate, totalRate, mul_sub, mul_one, Finset.sum_sub_distrib]
  rw [h, meanCosine, lifetime, mul_sub, mul_one, mul_inv_cancel_left₀ hS.ne']
```

## (e) The ladder cut off after M terms

For even rates with $\Gamma>0$ and $c\ne1$, show that for every $M\ge0$
$$\sum_{n=0}^{M-1}\tau K^n v=\tau_{\rm tr}\,(1-c^M)\,v .$$

Part (d) gives $\tau=\tau_{\rm tr}(1-c)$, because $1-c\neq0$. With part (c), the sum telescopes:
$$\sum_{n=0}^{M-1}\tau c^n=\tau_{\rm tr}\sum_{n=0}^{M-1}(c^n-c^{n+1})=\tau_{\rm tr}(1-c^M).$$
For $M=0$ both sides vanish.

The Lean proof is the same telescoping written as an induction on $M$. Its step is $\tau_{\rm tr}(1-c^M)+\tau c^M=\tau_{\rm tr}(1-c^{M+1})$, with `hτ` supplying the relation between the lifetimes.

In a calculation this sum is what the iteration $x\leftarrow \tau v+Kx$ holds after $M$ steps from $x=0$. Its error relative to $\tau_{\rm tr}v$ is $|c|^M$, so for strongly forward-peaked scattering, with $c$ just below one, the iteration converges slowly.

```lean
/-- For even rates with positive total rate and `c ≠ 1`, the ladder cut off after its first
`M` terms equals `τ_tr (1 - c ^ M)` times the velocity. -/
theorem ladder_truncated (W : ZMod N → ℝ) (hW : ∀ j, W (-j) = W j)
    (hS : 0 < totalRate W) (hc : meanCosine W ≠ 1) (M : ℕ) :
    ∑ n ∈ range M, lifetime W • (rung W)^[n] velocity =
      (transportLifetime W * (1 - meanCosine W ^ M)) • velocity := by
  have h1 : 1 - meanCosine W ≠ 0 := sub_ne_zero.mpr hc.symm
  have hτ : lifetime W = transportLifetime W * (1 - meanCosine W) := by
    rw [transportLifetime, transportRate_eq W hS, mul_inv, mul_assoc,
      inv_mul_cancel₀ h1, mul_one, lifetime]
  induction M with
  | zero => simp
  | succ M ih =>
    rw [Finset.sum_range_succ, ih, rung_iterate W hW, smul_smul, ← add_smul]
    congr 1
    linear_combination meanCosine W ^ M * hτ
```

## (f) The full ladder

For even rates with $\Gamma>0$ and $|c|<1$, show that
$$\sum_{n=0}^{\infty}\tau K^n v=\tau_{\rm tr}\,v .$$

By part (c) the terms are $\tau c^n v$. The geometric series gives $\tau/(1-c)$ as the coefficient of $v$, and by part (d) this is $\tau_{\rm tr}$.

`HasSum` says that the series converges to the stated vector regardless of the order of its terms. The proof takes Mathlib's geometric series, multiplies it by $\tau$ and then by the fixed vector $v$; it does not pass through part (e).

```lean
/-- For even rates with positive total rate and `|c| < 1`, the ladder series
`τ ∑ₙ (τ W-convolution)ⁿ v` converges to `τ_tr v`. -/
theorem ladder_hasSum (W : ZMod N → ℝ) (hW : ∀ j, W (-j) = W j)
    (hS : 0 < totalRate W) (hc : |meanCosine W| < 1) :
    HasSum (fun n : ℕ => lifetime W • (rung W)^[n] velocity)
      (transportLifetime W • velocity) := by
  -- the geometric series in the mean cosine
  have h := ((hasSum_geometric_of_abs_lt_one hc).mul_left (lifetime W)).smul_const
    (velocity : ZMod N → ℝ)
  have hτ : transportLifetime W = lifetime W * (1 - meanCosine W)⁻¹ := by
    rw [transportLifetime, transportRate_eq W hS, mul_inv, lifetime]
  simp only [rung_iterate W hW, smul_smul]
  rw [hτ]
  exact h
```

## (g) When the ladder converges

For even rates with $\Gamma>0$, show that
$$\sum_{n}\tau K^n v\ \text{converges}\iff |c|<1 .$$

Part (f) gives one direction. For the other, look at the component $j=0$, where $v_0=1$. There the series is $\sum_n\tau c^n$ with $\tau\neq0$. If it converges, its terms tend to zero, which forces $|c|<1$.

In the code, `h0` picks out this component, `e` identifies it as a geometric series, and Mathlib's criterion for geometric series finishes the argument.

```lean
/-- For even rates with positive total rate, the ladder series converges exactly when
`|c| < 1`. -/
theorem ladder_summable_iff (W : ZMod N → ℝ) (hW : ∀ j, W (-j) = W j)
    (hS : 0 < totalRate W) :
    Summable (fun n : ℕ => lifetime W • (rung W)^[n] velocity) ↔ |meanCosine W| < 1 := by
  refine ⟨fun h => ?_, fun hc => (ladder_hasSum W hW hS hc).summable⟩
  -- look along the direction `j = 0`, where the velocity is one
  have h0 : Summable (fun n : ℕ => (lifetime W • (rung W)^[n] velocity) 0) :=
    Pi.summable.mp h 0
  have e : (fun n : ℕ => (lifetime W • (rung W)^[n] velocity) 0) =
      fun n : ℕ => lifetime W * meanCosine W ^ n := by
    funext n
    rw [rung_iterate W hW]
    simp [velocity, angle]
  rw [e] at h0
  have hτ : lifetime W ≠ 0 := inv_ne_zero hS.ne'
  have h1 := summable_geometric_iff_norm_lt_one.mp ((summable_mul_left_iff hτ).mp h0)
  rwa [Real.norm_eq_abs] at h1
```

## (h) A condition on the rates themselves

Let all rates be nonnegative, and let some direction $k$ have $W(k)>0$ and $\sin\theta_k\neq0$. Show that
$$|c|<1 .$$

For every $j$ we have $\pm W(j)\cos\theta_j\le W(j)$. At $j=k$ the inequality is strict for both signs, because $\cos^2\theta_k=1-\sin^2\theta_k<1$. Summing gives $\pm\sum_j W(j)\cos\theta_j<\Gamma$. Adding the two inequalities shows $\Gamma>0$, and dividing by $\Gamma$ gives the claim.

The two signs are `hup` and `hlow`, each obtained from `Finset.sum_lt_sum`. Physically, some scattering must leave the forward-backward axis, which requires $N\ge3$. The condition is sufficient but not necessary: for $N=2$ with both rates positive, $|c|<1$ as well.

```lean
/-- If all rates are nonnegative and some scattering angle with nonzero sine has a positive
rate, then `|c| < 1`. -/
theorem abs_meanCosine_lt_one (W : ZMod N → ℝ) (hpos : ∀ j, 0 ≤ W j) (k : ZMod N)
    (hk : 0 < W k) (hsin : Real.sin (angle k) ≠ 0) : |meanCosine W| < 1 := by
  have hsq : 0 < Real.sin (angle k) ^ 2 := by positivity
  have hone := Real.sin_sq_add_cos_sq (angle k)
  have hlt : velocity k < 1 := by unfold velocity; nlinarith
  have hgt : -1 < velocity k := by unfold velocity; nlinarith
  have hup : ∑ j, W j * velocity j < totalRate W :=
    Finset.sum_lt_sum
      (fun j _ => mul_le_of_le_one_right (hpos j) (Real.cos_le_one _))
      ⟨k, Finset.mem_univ k, by nlinarith⟩
  have hlow : ∑ j, -(W j * velocity j) < totalRate W :=
    Finset.sum_lt_sum
      (fun j _ => by
        have h1 : -1 ≤ velocity j := Real.neg_one_le_cos _
        nlinarith [hpos j])
      ⟨k, Finset.mem_univ k, by nlinarith⟩
  rw [Finset.sum_neg_distrib] at hlow
  have hS : 0 < totalRate W := by linarith
  rw [meanCosine, lifetime, inv_mul_eq_div, abs_lt]
  exact ⟨by rw [lt_div_iff₀ hS]; linarith, by rw [div_lt_iff₀ hS]; linarith⟩
```

## (i) Pure backscattering

Take $N=2$ with $W(0)=0$ and $W(1)=1$, so that every collision reverses the motion.

```lean
/-- Pure backscattering on two opposite directions, with unit rate. -/
def backscatter : ZMod 2 → ℝ := fun j => if j = 1 then 1 else 0
```

Show that
$$\tau_{\rm tr}=\tfrac12,\qquad \sum_n\tau K^n v\ \text{does not converge}.$$

Here $\theta_1=\pi$, so $\Gamma=1$ and $\Gamma_{\rm tr}=1-\cos\pi=2$, which gives $\tau_{\rm tr}=1/2$. Part (d) then yields $c=-1$, and part (g) excludes convergence. The partial sums alternate between $v$ and $0$. A finite transport lifetime is therefore no guarantee that the ladder converges.

The proof computes the two rates as `hS` and `hT`, reads off `hc` from part (d), and applies part (g).

The plain iteration $x\leftarrow\tau v+Kx$ of part (e), started from $x=0$, oscillates here and never settles. Averaging old and new iterates equally, $x\leftarrow\frac12x+\frac12(\tau v+Kx)$, reaches $\frac12v=\tau_{\rm tr}v$ in one step from $x=0$ and stays there.

```lean
/-- For pure backscattering with unit rate on two directions the transport lifetime is `1/2`,
but the ladder series does not converge. -/
theorem backscatter_not_summable : transportLifetime backscatter = 1 / 2 ∧
    ¬ Summable (fun n : ℕ => lifetime backscatter • (rung backscatter)^[n] velocity) := by
  have hang : angle (1 : ZMod 2) = Real.pi := by
    have h : (1 : ZMod 2).val = 1 := rfl
    rw [angle, h]
    push_cast
    ring
  have hS : totalRate backscatter = 1 := by simp [totalRate, backscatter]
  have hT : transportRate backscatter = 2 := by
    norm_num [transportRate, backscatter, velocity, hang]
  have heven : ∀ j, backscatter (-j) = backscatter j := by
    have h : ∀ j : ZMod 2, -j = j := by decide
    intro j
    rw [h]
  have hpos : 0 < totalRate backscatter := by rw [hS]; norm_num
  -- the mean cosine is exactly minus one
  have hc : meanCosine backscatter = -1 := by
    have h := transportRate_eq backscatter hpos
    rw [hS, hT] at h
    linarith
  refine ⟨by rw [transportLifetime, hT]; norm_num, ?_⟩
  rw [ladder_summable_iff backscatter heven hpos, hc]
  norm_num

end

end PlanarLadder
```

```lean
#print axioms PlanarLadder.ladder_truncated
#print axioms PlanarLadder.ladder_hasSum
#print axioms PlanarLadder.abs_meanCosine_lt_one
#print axioms PlanarLadder.backscatter_not_summable
```

```
'PlanarLadder.ladder_truncated' depends on axioms: [propext, Classical.choice, Quot.sound]
'PlanarLadder.ladder_hasSum' depends on axioms: [propext, Classical.choice, Quot.sound]
'PlanarLadder.abs_meanCosine_lt_one' depends on axioms: [propext, Classical.choice, Quot.sound]
'PlanarLadder.backscatter_not_summable' depends on axioms: [propext, Classical.choice, Quot.sound]
```
